# The Ernst angle maximizes the steady-state signal and is the only maximizer between 0 and π

A train of identical pulses with flip angle a, repeated at intervals TR, brings the magnetization to a steady state. If no transverse magnetization survives until the next pulse, the transverse magnetization just after each pulse is M0 (1 − E) sin a / (1 − E cos a). Here M0 is the equilibrium magnetization, E = exp(−R TR), and R is the longitudinal relaxation rate 1/T1. The file takes this closed form as the definition of the signal and does not derive it from equations of motion. The declaration `ernst_angle_optimal` says that, for positive M0, R and TR, no real flip angle gives a larger signal than the Ernst angle arccos E, and that no other angle in [0, π] gives an equal one. The proof first shows that 0 ≤ E < 1. It then uses earlier lemmas, which bound the signal by M0 √((1 − E)/(1 + E)) and show that on [0, π] the bound is reached exactly when cos a = E.

The first attempt, which Lean rejects:

```lean
import Mathlib

open Filter Topology

namespace ErnstAngle

noncomputable section

/-- The closed form for the longitudinal magnetization just before each pulse
in the steady state. -/
def steady (M0 E a : ℝ) : ℝ := M0 * (1 - E) / (1 - E * Real.cos a)

/-- The steady-state signal: the transverse magnetization just after the pulse. -/
def signal (M0 E a : ℝ) : ℝ := steady M0 E a * Real.sin a

/-- The denominator of the steady-state magnetization is positive. -/
theorem denom_pos {E : ℝ} (h0 : 0 ≤ E) (h1 : E < 1) (a : ℝ) :
    0 < 1 - E * Real.cos a := by
  have h := mul_nonneg h0 (sub_nonneg.mpr (Real.cos_le_one a))
  linarith

/-- The squared signal falls short of `M0² (1 - E) / (1 + E)` by an explicit multiple
of `(cos a - E)²`. -/
theorem signal_sq_deficit {E : ℝ} (h0 : 0 ≤ E) (h1 : E < 1) (M0 a : ℝ) :
    M0 ^ 2 * ((1 - E) / (1 + E)) - signal M0 E a ^ 2 =
      M0 ^ 2 * (1 - E) / ((1 + E) * (1 - E * Real.cos a) ^ 2) * (Real.cos a - E) ^ 2 := by
  have hD := (denom_pos h0 h1 a).ne'
  have hE : 1 + E ≠ 0 := by linarith
  have key : (Real.cos a - E) ^ 2 =
      (1 - E * Real.cos a) ^ 2 - (1 - E ^ 2) * Real.sin a ^ 2 := by
    linear_combination (1 - E ^ 2) * Real.sin_sq_add_cos_sq a
  rw [key]
  unfold signal steady
  field_simp
  ring

/-- The steady-state signal is at most `M0 √((1 - E) / (1 + E))` for every flip angle, with
equality exactly when `cos a = E` and `sin a` is non-negative. -/
theorem signal_le_and_eq_iff {M0 E : ℝ} (hM : 0 < M0) (h0 : 0 ≤ E) (h1 : E < 1) (a : ℝ) :
    signal M0 E a ≤ M0 * √((1 - E) / (1 + E)) ∧
    (signal M0 E a = M0 * √((1 - E) / (1 + E)) ↔ Real.cos a = E ∧ 0 ≤ Real.sin a) := by
  have hD := denom_pos h0 h1 a
  have hE : 0 < 1 - E := by linarith
  have hE' : 0 < 1 + E := by linarith
  have hr : 0 < (1 - E) / (1 + E) := div_pos hE hE'
  have hB : 0 < M0 * √((1 - E) / (1 + E)) := mul_pos hM (Real.sqrt_pos.mpr hr)
  have hB2 : (M0 * √((1 - E) / (1 + E))) ^ 2 = M0 ^ 2 * ((1 - E) / (1 + E)) := by
    rw [mul_pow, Real.sq_sqrt hr.le]
  have hst : 0 < steady M0 E a := div_pos (mul_pos hM hE) hD
  have hdef := signal_sq_deficit h0 h1 M0 a
  have hK : 0 < M0 ^ 2 * (1 - E) / ((1 + E) * (1 - E * Real.cos a) ^ 2) := by positivity
  -- the deficit is a positive factor times a square
  have hle : signal M0 E a ≤ M0 * √((1 - E) / (1 + E)) := by
    refine (le_abs_self _).trans (abs_le_of_sq_le_sq ?_ hB.le)
    have h := mul_nonneg hK.le (sq_nonneg (Real.cos a - E))
    linarith
  refine ⟨hle, ?_, ?_⟩
  · intro h
    constructor
    · rw [h, hB2, sub_self] at hdef
      have hz := (mul_eq_zero.mp hdef.symm).resolve_left hK.ne'
      exact sub_eq_zero.mp (pow_eq_zero_iff (two_ne_zero)|>.mp hz)
    · have hpos : 0 < steady M0 E a * Real.sin a := by
        change 0 < signal M0 E a
        rw [h]
        exact hB
      exact (pos_of_mul_pos_right hpos hst.le).le
  · rintro ⟨hc, hs⟩
    have hS : 0 ≤ signal M0 E a := mul_nonneg hst.le hs
    have hz : (Real.cos a - E) ^ 2 = 0 := by rw [hc]; ring
    rw [hz, mul_zero] at hdef
    exact le_antisymm hle
      ((le_abs_self _).trans (abs_le_of_sq_le_sq (by linarith) hS))

/-- For flip angles between `0` and `π`, the signal attains the value
`M0 √((1 - E) / (1 + E))` exactly when `cos a = E`. -/
theorem signal_eq_max_iff {M0 E a : ℝ} (hM : 0 < M0) (h0 : 0 ≤ E) (h1 : E < 1)
    (ha : a ∈ Set.Icc 0 Real.pi) :
    signal M0 E a = M0 * √((1 - E) / (1 + E)) ↔ Real.cos a = E := by
  rw [(signal_le_and_eq_iff hM h0 h1 a).2]
  exact and_iff_left (Real.sin_nonneg_of_nonneg_of_le_pi ha.1 ha.2)

/-- For relaxation rate `R` and repetition time `TR`, the Ernst angle `arccos (exp (-R TR))`
maximizes the signal over all flip angles, and is the only maximizer in `[0, π]`. -/
theorem ernst_angle_optimal {M0 R TR : ℝ} (hM : 0 < M0) (hR : 0 < R) (hT : 0 < TR) :
    let E := Real.exp (-(R * TR))
    (∀ a, signal M0 E a ≤ signal M0 E (Real.arccos E)) ∧
    ∀ a ∈ Set.Icc 0 Real.pi,
      (signal M0 E a = signal M0 E (Real.arccos E) ↔ a = Real.arccos E) := by
  intro E
  have h0 : 0 ≤ E := (Real.exp_pos _).le
  have h1 : E < 1 := Real.exp_lt_one (neg_lt_zero.mpr (mul_pos hR hT))
  have hcos : Real.cos (Real.arccos E) = E := Real.cos_arccos (by linarith) h1.le
  -- the Ernst angle attains the upper bound
  have hmax := (signal_eq_max_iff hM h0 h1
    ⟨Real.arccos_nonneg E, Real.arccos_le_pi E⟩).mpr hcos
  rw [hmax]
  refine ⟨fun a => (signal_le_and_eq_iff hM h0 h1 a).1, fun a ha => ?_⟩
  rw [signal_eq_max_iff hM h0 h1 ha]
  constructor
  · intro h
    rw [← h, Real.arccos_cos ha.1 ha.2]
  · intro h
    rw [h, hcos]

end

end ErnstAngle
```

Messages:

```
Main.lean:92:21: error(lean.unknownIdentifier): Unknown constant `Real.exp_lt_one`
```

The error is a missing name. To prove `h1 : E < 1`, the attempt calls `Real.exp_lt_one`, and Lean reports that it knows no constant of that name. The mathematics of the step is sound: R and TR are positive, so −(R TR) is negative, and the exponential of a negative number is less than 1.

The repair uses `Real.exp_lt_one_iff` instead, which states that the exponential of x is less than 1 if and only if x is negative. Because this is an equivalence and not an implication, `.mpr` is added to select the direction from the sign of the exponent to the bound on the exponential. The argument `neg_lt_zero.mpr (mul_pos hR hT)`, which proves that the exponent is negative, is kept as it was. Nothing else in the file changes.

The repair, with which the file compiles:

```diff
@@ -90,5 +90,5 @@
   intro E
   have h0 : 0 ≤ E := (Real.exp_pos _).le
-  have h1 : E < 1 := Real.exp_lt_one (neg_lt_zero.mpr (mul_pos hR hT))
+  have h1 : E < 1 := Real.exp_lt_one_iff.mpr (neg_lt_zero.mpr (mul_pos hR hT))
   have hcos : Real.cos (Real.arccos E) = E := Real.cos_arccos (by linarith) h1.le
   -- the Ernst angle attains the upper bound
```
